# The site-potential fluctuations of an uncorrelated binary alloy on a ring have a white spectrum

In a mixed crystal such as AlGaAs an electron meets two kinds of atom, Al and Ga, distributed at random over one set of lattice sites, while As fills the other. The average potential is periodic and does not scatter it, but the deviations from the average do. How strongly do they scatter for each momentum transfer $q$, and does any $q$ stand out?

The model here is a ring of $N\ge 1$ sites. Each site independently carries an A atom with probability $x$ and a B atom otherwise. If the site energies are $V_A$ and $V_B$, put $D=V_A-V_B$. Subtracting the mean energy $xV_A+(1-x)V_B$ leaves the fluctuation $u_j=D(n_j-x)$, where $n_j$ is 1 for A and 0 for B. With the Fourier component $U(q)=\sum_j e^{-2\pi\mathrm{i}jq/N}u_j$ for $q=0,\dots,N-1$, and $\langle\cdot\rangle$ for the average over all $2^N$ configurations, weighted by their probabilities, the result is

$$\langle U(q)\,\overline{U(q')}\rangle=\begin{cases}N D^2x(1-x)&q=q'\\0&q\neq q'.\end{cases}$$

## Configurations, fluctuations and Fourier components

Sites and wave numbers are both elements of `ZMod N`, the integers modulo $N$, which builds in periodic boundary conditions. The assumption `NeZero N` makes the ring finite.

In Lean 4 with Mathlib:

```lean
import Mathlib

open ComplexConjugate

namespace RandomAlloyScattering

noncomputable section

variable {N : ℕ} [NeZero N]
```

A configuration is a map `c : ZMod N → Bool`, with `true` meaning A. The probability of finding $b$ on a site is $p(\text{true})=x$, $p(\text{false})=1-x$.

```lean
/-- Probability of finding an A atom (`true`) or a B atom (`false`) on a site. -/
def siteProb (x : ℝ) : Bool → ℝ
  | true => x
  | false => 1 - x
```

The number $n_j$ is `occupation (c j)`.

```lean
/-- Occupation number of A atoms on a site: one for A, zero for B. -/
def occupation : Bool → ℝ
  | true => 1
  | false => 0
```

The fluctuation then takes the value $D(1-x)$ on an A site and $-Dx$ on a B site.

```lean
/-- Potential fluctuation `D (n - x)` of a site about the average crystal, where `n` is the
occupation number of A atoms on the site. -/
def fluctuation (D x : ℝ) (b : Bool) : ℝ := D * (occupation b - x)
```

Independence enters through the weight of a configuration, which is a product over sites:

$$\langle f\rangle=\sum_c\Big(\prod_j p(c_j)\Big)f(c).$$

The parameter $x$ is any real number in the file. The weights are probabilities when $0\le x\le 1$; the identities are algebraic and need no such restriction.

```lean
/-- Average over all configurations of the alloy, the sites being occupied independently. -/
def alloyMean (x : ℝ) (f : (ZMod N → Bool) → ℂ) : ℂ :=
  ∑ c : ZMod N → Bool, ((∏ j, siteProb x (c j) : ℝ) : ℂ) * f c
```

Write $\chi(a)=e^{2\pi\mathrm{i}a/N}$, which is `ZMod.stdAddChar`. The Fourier component of a function $f$ on the ring is $\sum_j\chi(-jq)f_j$, without a normalising prefactor.

```lean
/-- Discrete Fourier component `∑ j, exp (-2πi j q / N) f j` of a function on the ring. -/
def fourier (f : ZMod N → ℂ) (q : ZMod N) : ℂ :=
  ∑ j, ZMod.stdAddChar (-(j * q)) * f j
```

Applied to $u_j$, this gives $U(q)$. Between normalised plane waves $N^{-1/2}\chi(jk)$ and $N^{-1/2}\chi(jk')$ the matrix element of the fluctuation is $U(k'-k)/N$, so its mean square is $D^2x(1-x)/N$.

```lean
/-- Fourier component `U(q)` of the potential fluctuation in the configuration `c`. -/
def alloyFourier (D x : ℝ) (c : ZMod N → Bool) (q : ZMod N) : ℂ :=
  fourier (fun j => (fluctuation D x (c j) : ℂ)) q
```

## Averages over independent sites

For a product of one-site functions $g_j$, the sum over configurations factorises:

$$\Big\langle\prod_j g_j(c_j)\Big\rangle=\sum_c\prod_j p(c_j)g_j(c_j)=\prod_j\sum_b p(b)g_j(b)=\prod_j\big[x\,g_j(\text{true})+(1-x)\,g_j(\text{false})\big].$$

The middle equality is the distributive law, supplied by `Finset.prod_univ_sum`: multiplying out $N$ two-term sums produces one term for each configuration.

```lean
/-- The mean of a product of one-site quantities is the product of their one-site means. -/
theorem alloyMean_prod (x : ℝ) (g : ZMod N → Bool → ℂ) :
    alloyMean x (fun c => ∏ j, g j (c j)) =
      ∏ j, ((x : ℂ) * g j true + (1 - (x : ℂ)) * g j false) := by
  have h : ∏ j : ZMod N, ∑ b : Bool, (siteProb x b : ℂ) * g j b =
      ∑ c : ZMod N → Bool, ∏ j, (siteProb x (c j) : ℂ) * g j (c j) := by
    rw [Finset.prod_univ_sum, Fintype.piFinset_univ]
  calc alloyMean x (fun c => ∏ j, g j (c j))
      = ∑ c : ZMod N → Bool, ∏ j, (siteProb x (c j) : ℂ) * g j (c j) := by
        simp only [alloyMean, Complex.ofReal_prod, Finset.prod_mul_distrib]
    _ = ∏ j : ZMod N, ∑ b : Bool, (siteProb x b : ℂ) * g j b := h.symm
    _ = _ := by simp [siteProb]
```

Taking every $g_j=1$ gives $\langle 1\rangle=\prod_j(x+1-x)=1$.

```lean
/-- The probabilities of all configurations add up to one. -/
theorem alloyMean_one (x : ℝ) : alloyMean (N := N) x (fun _ => 1) = 1 := by
  simpa using alloyMean_prod (N := N) x (fun _ _ => 1)
```

The average is linear. A constant comes out of it, $\langle a f\rangle=a\langle f\rangle$:

```lean
/-- A factor that does not depend on the configuration can be taken out of the mean. -/
theorem alloyMean_const_mul (x : ℝ) (a : ℂ) (f : (ZMod N → Bool) → ℂ) :
    alloyMean x (fun c => a * f c) = a * alloyMean x f := by
  simp only [alloyMean, Finset.mul_sum]
  exact Finset.sum_congr rfl fun c _ => by ring
```

Likewise, for coefficients $a_{ij}$ that do not depend on the configuration,

$$\Big\langle\sum_{i,j}a_{ij}f_{ij}\Big\rangle=\sum_{i,j}a_{ij}\langle f_{ij}\rangle.$$

The proof exchanges the sum over configurations first with the sum over $i$, then with the sum over $j$.

```lean
/-- The mean of a double sum over sites is the double sum of the means. -/
theorem alloyMean_double_sum (x : ℝ) (a : ZMod N → ZMod N → ℂ)
    (f : ZMod N → ZMod N → (ZMod N → Bool) → ℂ) :
    alloyMean x (fun c => ∑ i, ∑ j, a i j * f i j c) =
      ∑ i, ∑ j, a i j * alloyMean x (f i j) := by
  simp only [alloyMean, Finset.mul_sum]
  refine Finset.sum_comm.trans (Finset.sum_congr rfl fun i _ => ?_)
  refine Finset.sum_comm.trans (Finset.sum_congr rfl fun j _ => ?_)
  exact Finset.sum_congr rfl fun c _ => by ring
```

## Different sites are uncorrelated

To use the factorisation for $\langle u_iu_j\rangle$, write $u_iu_j$ as a product over all sites $k$, with factor one wherever $k$ is neither $i$ nor $j$. Such a spectator site contributes $x+(1-x)=1$.

If $i=j$, the one remaining factor is the mean square on a site:

$$x\,D^2(1-x)^2+(1-x)\,D^2x^2=D^2x(1-x).$$

If $i\ne j$, the factor at site $i$ is the mean fluctuation,

$$x\,D(1-x)+(1-x)(-Dx)=0,$$

and the whole product vanishes. In the proof, `key` is the rewriting as a product over sites, and `by_cases` separates the two situations.

```lean
/-- Fluctuations on different sites are uncorrelated, and on one site the mean square is
`D² x (1 - x)`. -/
theorem site_correlation (D x : ℝ) (i j : ZMod N) :
    alloyMean x (fun c => (fluctuation D x (c i) : ℂ) * (fluctuation D x (c j) : ℂ)) =
      if i = j then (D : ℂ) ^ 2 * x * (1 - x) else 0 := by
  -- write the pair as a product over all sites, with factor one on the spectators
  have key : (fun c : ZMod N → Bool =>
      (fluctuation D x (c i) : ℂ) * (fluctuation D x (c j) : ℂ)) =
      fun c => ∏ k, ((if k = i then (fluctuation D x (c k) : ℂ) else 1) *
        (if k = j then (fluctuation D x (c k) : ℂ) else 1)) := by
    funext c
    simp only [Finset.prod_mul_distrib, Finset.prod_ite_eq', Finset.mem_univ, if_true]
  rw [key]
  refine (alloyMean_prod x (fun k b => (if k = i then (fluctuation D x b : ℂ) else 1) *
        (if k = j then (fluctuation D x b : ℂ) else 1))).trans ?_
  by_cases h : i = j
  · subst h
    rw [if_pos rfl, Finset.prod_eq_single i]
    · simp only [fluctuation, occupation, ↓reduceIte]
      push_cast
      ring
    · intro k _ hk
      simp [hk]
    · intro hi
      exact absurd (Finset.mem_univ i) hi
  · -- the factor at site i is the mean fluctuation, which vanishes
    rw [if_neg h]
    apply Finset.prod_eq_zero (Finset.mem_univ i)
    simp only [fluctuation, occupation, h, ↓reduceIte]
    push_cast
    ring
```

## Plane waves on the ring are orthogonal

Since $\chi(a)\chi(b)=\chi(a+b)$,

$$\sum_i\chi(-iq)\chi(iq')=\sum_i\chi\big(i(q'-q)\big).$$

For $q=q'$ every term is 1 and the sum is $N$. Otherwise $\omega=\chi(q'-q)$ differs from 1 while $\omega^N=1$, and the geometric sum is $(\omega^N-1)/(\omega-1)=0$. The proof combines the exponents in `h1` and then takes the value of the sum from Mathlib's `AddChar.sum_mulShift`, which applies because the standard character is primitive.

```lean
/-- Plane waves with different wave numbers on the ring are orthogonal. -/
theorem plane_wave_orthogonality (q q' : ZMod N) :
    ∑ i : ZMod N, (ZMod.stdAddChar (-(i * q)) : ℂ) * ZMod.stdAddChar (i * q') =
      if q = q' then (N : ℂ) else 0 := by
  have h1 : ∑ i : ZMod N, (ZMod.stdAddChar (-(i * q)) : ℂ) * ZMod.stdAddChar (i * q') =
      ∑ i : ZMod N, (ZMod.stdAddChar (i * (q' - q)) : ℂ) := by
    refine Finset.sum_congr rfl fun i _ => ?_
    rw [← AddChar.map_add_eq_mul]
    congr 1
    ring
  rw [h1, AddChar.sum_mulShift _ (ZMod.isPrimitive_stdAddChar N)]
  by_cases h : q = q'
  · subst h
    simp [ZMod.card]
  · simp [h, sub_eq_zero, Ne.symm h]
```

## The white spectrum

The fluctuations are real, so conjugating $U(q')$ only reverses the sign in the exponent. Expanding the product and averaging gives

$$\langle U(q)\overline{U(q')}\rangle=\sum_{i,j}\chi(-iq)\chi(jq')\langle u_iu_j\rangle=D^2x(1-x)\sum_i\chi(-iq)\chi(iq').$$

The site correlation has removed all terms with $j\ne i$, and orthogonality turns the last sum into $N$ or 0. The statement `e` in the proof is the expansion for a single configuration; the remaining lines follow the two equalities in order.

```lean
/-- White spectrum of alloy disorder: the mean of `U(q) conj U(q')` is `N D² x (1 - x)` for
`q = q'` and zero otherwise. -/
theorem alloy_white_spectrum (D x : ℝ) (q q' : ZMod N) :
    alloyMean x (fun c => alloyFourier D x c q * conj (alloyFourier D x c q')) =
      if q = q' then (N : ℂ) * D ^ 2 * x * (1 - x) else 0 := by
  have e : ∀ c : ZMod N → Bool, alloyFourier D x c q * conj (alloyFourier D x c q') =
      ∑ i, ∑ j, ((ZMod.stdAddChar (-(i * q)) : ℂ) * ZMod.stdAddChar (j * q')) *
        ((fluctuation D x (c i) : ℂ) * (fluctuation D x (c j) : ℂ)) := by
    intro c
    simp only [alloyFourier, fourier, map_sum, map_mul, Complex.conj_ofReal,
      ← AddChar.map_neg_eq_conj, neg_neg, Finset.sum_mul_sum]
    exact Finset.sum_congr rfl fun i _ => Finset.sum_congr rfl fun j _ => by ring
  simp only [e]
  refine (alloyMean_double_sum x
    (fun i j => (ZMod.stdAddChar (-(i * q)) : ℂ) * ZMod.stdAddChar (j * q'))
    (fun i j c => (fluctuation D x (c i) : ℂ) * (fluctuation D x (c j) : ℂ))).trans ?_
  -- only equal sites survive the average
  simp only [site_correlation, mul_ite, mul_zero, Finset.sum_ite_eq, Finset.mem_univ, if_true]
  rw [← Finset.sum_mul, plane_wave_orthogonality]
  split_ifs
  · ring
  · ring
```

In the lowest Born approximation the scattering probability, averaged over configurations, is proportional to the mean square matrix element, so for this one-dimensional, site-diagonal disorder no momentum transfer is preferred by the potential on average.

For $N=1$ the only wave number is 0, and $U(0)=u_0$ has mean square $D^2x(1-x)$, the variance of a single site. For $N=2$ the components are $U(0)=u_0+u_1$ and $U(1)=u_0-u_1$. Each has mean square $2D^2x(1-x)$, and their mean product $\langle u_0^2\rangle-\langle u_1^2\rangle$ is zero.

The same two sites show what independence contributes. Let them always carry the same atom, both A with probability $x$ and both B with probability $1-x$. Each site still has the composition $x$, but now $U(0)=2u_0$ and $U(1)=0$. The mean squares are $4D^2x(1-x)$ and 0, and for $D\ne0$ and $0<x<1$ the spectrum is no longer white.

## Atoms with a potential of finite range

Suppose that the fluctuation at site $j$ is felt at site $l$ with weight $v(l-j)$, the difference being taken around the ring. The potential at $l$ is then $\sum_jv(l-j)u_j$. Setting $m=l-j$ separates its Fourier component:

$$\sum_l\chi(-lq)\sum_jv(l-j)u_j=\sum_m\chi(-mq)v(m)\;\sum_j\chi(-jq)u_j=\hat v(q)\,U(q).$$

Here $\hat v(q)$, written `fourier v q` in the file, is the form factor of the profile. The shift from $l$ to $m$ is the step with `Equiv.addRight j`.

```lean
/-- The Fourier component of a convolution on the ring is the product of the Fourier
components. -/
theorem fourier_convolution (v u : ZMod N → ℂ) (q : ZMod N) :
    fourier (fun l => ∑ j, v (l - j) * u j) q = fourier v q * fourier u q := by
  simp only [fourier, Finset.mul_sum]
  refine Finset.sum_comm.trans (Finset.sum_congr rfl fun j _ => ?_)
  rw [Finset.sum_mul]
  -- measure the position from the atom at site j
  refine (Equiv.sum_comp (Equiv.addRight j) _).symm.trans (Finset.sum_congr rfl fun m _ => ?_)
  have h : (ZMod.stdAddChar (-((m + j) * q)) : ℂ) =
      ZMod.stdAddChar (-(m * q)) * ZMod.stdAddChar (-(j * q)) := by
    rw [← AddChar.map_add_eq_mul]
    congr 1
    ring
  simp only [Equiv.coe_addRight, add_sub_cancel_right]
  rw [h]
  ring
```

The form factors do not depend on the configuration and come out of the average:

$$\big\langle\hat v(q)U(q)\,\overline{\hat v(q')U(q')}\big\rangle=\hat v(q)\overline{\hat v(q')}\,\langle U(q)\overline{U(q')}\rangle.$$

This is $|\hat v(q)|^2\,N D^2x(1-x)$ for $q=q'$ and zero otherwise. All dependence on $q$ therefore sits in $|\hat v(q)|^2$. A profile confined to one site, $v(0)=1$ and zero elsewhere, has $\hat v(q)=1$ and returns the white spectrum.

```lean
/-- If each atomic fluctuation is spread over the ring with profile `v`, the spectrum is
`N D² x (1 - x)` times the squared modulus of the form factor of `v`, and different wave
numbers stay uncorrelated. -/
theorem alloy_spectrum_form_factor (D x : ℝ) (v : ZMod N → ℂ) (q q' : ZMod N) :
    alloyMean x (fun c =>
      fourier (fun l => ∑ j, v (l - j) * (fluctuation D x (c j) : ℂ)) q *
        conj (fourier (fun l => ∑ j, v (l - j) * (fluctuation D x (c j) : ℂ)) q')) =
      if q = q' then (‖fourier v q‖ : ℂ) ^ 2 * (N * D ^ 2 * x * (1 - x)) else 0 := by
  have e : ∀ c : ZMod N → Bool,
      fourier (fun l => ∑ j, v (l - j) * (fluctuation D x (c j) : ℂ)) q *
        conj (fourier (fun l => ∑ j, v (l - j) * (fluctuation D x (c j) : ℂ)) q') =
      (fourier v q * conj (fourier v q')) *
        (alloyFourier D x c q * conj (alloyFourier D x c q')) := by
    intro c
    rw [fourier_convolution v (fun j => (fluctuation D x (c j) : ℂ)) q,
      fourier_convolution v (fun j => (fluctuation D x (c j) : ℂ)) q', map_mul]
    unfold alloyFourier
    ring
  simp only [e]
  rw [alloyMean_const_mul, alloy_white_spectrum]
  by_cases h : q = q'
  · subst h
    rw [if_pos rfl, if_pos rfl, Complex.mul_conj, Complex.normSq_eq_norm_sq]
    push_cast
    ring
  · rw [if_neg h, if_neg h, mul_zero]

end

end RandomAlloyScattering
```

```lean
#print axioms RandomAlloyScattering.alloyMean_one
#print axioms RandomAlloyScattering.alloy_white_spectrum
#print axioms RandomAlloyScattering.alloy_spectrum_form_factor
```

```
'RandomAlloyScattering.alloyMean_one' depends on axioms: [propext, Classical.choice, Quot.sound]
'RandomAlloyScattering.alloy_white_spectrum' depends on axioms: [propext, Classical.choice, Quot.sound]
'RandomAlloyScattering.alloy_spectrum_form_factor' depends on axioms: [propext, Classical.choice, Quot.sound]
```

## What the model leaves open

The product $Dv$ is the difference between the potentials of an A and a B atom, so the two species may differ in the shape of their potential as well as in its strength. The profile is the same for every site, which leaves out any dependence of an atom's potential on its neighbours. Independent occupation is assumed, which leaves out any tendency of the atoms to cluster or to order. The theorems give second moments of the potential on a finite ring; they do not give a scattering rate or a mobility. An estimate of these in the Born approximation would also involve the density of states and, for a bulk crystal, three dimensions.
